# A Gaussian bound on the energy change from truncating a nonlocal pseudopotential, for bounded radial densities

In a variational Monte Carlo calculation with pseudopotentials, the nonlocal energy of an electron near an ion is found by angular quadrature, which needs the wave function at several extra points. An electron farther than a chosen radius R from the ion can be left out of that quadrature, and R then has to be large enough for the neglected energy not to matter. For a fixed wave function, with potentials that decay like a Gaussian and radial densities that are bounded beyond R, the neglected energy has an explicit bound, from which R can be chosen.

```lean
import Mathlib

open MeasureTheory Set Filter

namespace PseudopotentialTruncation

noncomputable section
```

## The energy as a sum of radial integrals

A semilocal pseudopotential consists of a local potential, which acts on all angular channels alike, and a nonlocal part with a radial potential V_l(r) for each of finitely many channels l. Here V_l is the difference between the potential of channel l and the local one. Let ρ_l(r) be the weight of channel l in the normalised wave function at distance r from the ion, summed over electrons and including the Jacobian r². The nonlocal energy is

E[V] = Σ_l ∫_{r>0} V_l(r) ρ_l(r) dr.

In Lean the channels are labelled by a finite type `ι`, and `V l r` and `ρ l r` are real numbers. The angular projectors and the many-electron wave function do not appear; they enter only through the given densities. Since `ι` can be any finite set of labels, it may also run over pairs of an ion and a channel, with r measured from the ion in question.

```lean
/-- The energy of a semilocal potential: the sum over angular channels `l` of the radial
integral of the potential `V l` times the radial density `ρ l`, which includes the factor `r²`. -/
def nonlocalEnergy {ι : Type*} [Fintype ι] (V ρ : ι → ℝ → ℝ) : ℝ :=
  ∑ l, ∫ r in Ioi (0 : ℝ), V l r * ρ l r
```

Truncation keeps V_l(r) for r ≤ R and replaces it by zero for r > R. The densities stay the same, so the comparison leaves out any reoptimisation of the wave function, as well as quadrature and sampling errors.

```lean
/-- The potential cut off at radius `R`: every channel is set to zero beyond `R`. -/
def truncate {ι : Type*} (R : ℝ) (V : ι → ℝ → ℝ) : ι → ℝ → ℝ :=
  fun l r => if r ≤ R then V l r else 0
```

## An exact integral that bounds the Gaussian tail

The tail ∫_{r>R} exp(−a r²) dr, with a > 0 and R > 0, has no elementary closed form, but a larger integral does, and the two are close when aR² is large. Differentiate F(r) = −exp(−a r²)/(2 a r) by the quotient rule:

F′(r) = [4a²r² exp(−a r²) + 2a exp(−a r²)]/(4a²r²)

F′(r) = exp(−a r²) (1 + 1/(2 a r²)).

The proof differentiates the exponent and the denominator separately, combines them by the same rule, and leaves the simplification to `field_simp` and `ring`.

```lean
/-- For `a > 0` and `r > 0`, the function `-exp(-a r²)/(2 a r)` has the derivative
`exp(-a r²) (1 + 1/(2 a r²))`. -/
theorem hasDerivAt_tail_primitive {a r : ℝ} (ha : 0 < a) (hr : 0 < r) :
    HasDerivAt (fun x : ℝ => -(Real.exp (-a * x ^ 2) / (2 * a * x)))
      (Real.exp (-a * r ^ 2) * (1 + 1 / (2 * a * r ^ 2))) r := by
  have h1 : HasDerivAt (fun x : ℝ => -a * x ^ 2) (-a * (2 * r)) r :=
    ((hasDerivAt_pow 2 r).const_mul (-a)).congr_deriv (by norm_num)
  have h2 : HasDerivAt (fun x : ℝ => 2 * a * x) (2 * a) r :=
    ((hasDerivAt_id' r).const_mul (2 * a)).congr_deriv (mul_one _)
  refine ((h1.exp.fun_div h2 (by positivity)).fun_neg).congr_deriv ?_
  field_simp
  ring
```

As r → ∞ the exponential goes to zero and the denominator grows, so F(r) → 0. The fundamental theorem of calculus then gives

∫_{r>R} exp(−a r²) (1 + 1/(2 a r²)) dr = 0 − F(R) = exp(−aR²)/(2aR).

The integrand is nonnegative, so the finite limit of F also shows that it is integrable. In the code, `hd`, `hpos` and `hlim` are the derivative, the sign and the limit.

```lean
/-- For `a, R > 0`, the Gaussian with the correction factor `1 + 1/(2 a r²)` is integrable
beyond `R`, and its integral there is exactly `exp(-a R²)/(2 a R)`. -/
theorem corrected_tail_integral {a R : ℝ} (ha : 0 < a) (hR : 0 < R) :
    IntegrableOn (fun r : ℝ => Real.exp (-a * r ^ 2) * (1 + 1 / (2 * a * r ^ 2))) (Ioi R) ∧
    ∫ r in Ioi R, Real.exp (-a * r ^ 2) * (1 + 1 / (2 * a * r ^ 2))
      = Real.exp (-a * R ^ 2) / (2 * a * R) := by
  have hd : ∀ x ∈ Ici R, HasDerivAt (fun x : ℝ => -(Real.exp (-a * x ^ 2) / (2 * a * x)))
      (Real.exp (-a * x ^ 2) * (1 + 1 / (2 * a * x ^ 2))) x :=
    fun x hx => hasDerivAt_tail_primitive ha (lt_of_lt_of_le hR hx)
  have hpos : ∀ x ∈ Ioi R, 0 ≤ Real.exp (-a * x ^ 2) * (1 + 1 / (2 * a * x ^ 2)) :=
    fun x _ => by positivity
  -- the primitive vanishes at infinity
  have hlim : Tendsto (fun x : ℝ => -(Real.exp (-a * x ^ 2) / (2 * a * x))) atTop (nhds 0) := by
    have h1 : Tendsto (fun x : ℝ => -a * x ^ 2) atTop atBot :=
      (tendsto_pow_atTop two_ne_zero).const_mul_atTop_of_neg (neg_lt_zero.mpr ha)
    have h2 : Tendsto (fun x : ℝ => 2 * a * x) atTop atTop :=
      tendsto_id.const_mul_atTop (by positivity)
    have h3 := ((Real.tendsto_exp_atBot.comp h1).div_atTop h2).neg
    rw [neg_zero] at h3
    exact h3
  refine ⟨integrableOn_Ioi_deriv_of_nonneg' hd hpos hlim, ?_⟩
  rw [integral_Ioi_of_hasDerivAt_of_nonneg' hd hpos hlim]
  ring
```

## The tail from above and below

Write B = exp(−aR²)/(2aR) and T = ∫_{r>R} exp(−a r²) dr. The correction factor 1 + 1/(2 a r²) is at least 1, so dropping it can only lower the integral:

T ≤ B.

```lean
/-- For `a, R > 0`, the Gaussian tail beyond `R` is at most `exp(-a R²)/(2 a R)`. -/
theorem gaussian_tail_le {a R : ℝ} (ha : 0 < a) (hR : 0 < R) :
    ∫ r in Ioi R, Real.exp (-a * r ^ 2) ≤ Real.exp (-a * R ^ 2) / (2 * a * R) := by
  obtain ⟨hi, he⟩ := corrected_tail_integral ha hR
  rw [← he]
  refine setIntegral_mono_on (integrable_exp_neg_mul_sq ha).integrableOn hi measurableSet_Ioi ?_
  intro r _
  have h : 0 ≤ 1 / (2 * a * r ^ 2) := by positivity
  exact le_mul_of_one_le_right (Real.exp_pos _).le (by linarith)
```

For r > R the correction factor is at most its value at R. Hence

B ≤ (1 + 1/(2aR²)) T.

Multiplying by the reciprocal of the factor gives

B · 2aR²/(1 + 2aR²) ≤ T.

The two estimates approach each other as aR² grows. At aR² = 5 the tail is already at least 10/11 of B.

```lean
/-- For `a, R > 0`, the Gaussian tail beyond `R` is at least the fraction
`2 a R²/(1 + 2 a R²)` of `exp(-a R²)/(2 a R)`. -/
theorem le_gaussian_tail {a R : ℝ} (ha : 0 < a) (hR : 0 < R) :
    Real.exp (-a * R ^ 2) / (2 * a * R) * (2 * a * R ^ 2 / (1 + 2 * a * R ^ 2))
      ≤ ∫ r in Ioi R, Real.exp (-a * r ^ 2) := by
  obtain ⟨hi, he⟩ := corrected_tail_integral ha hR
  -- beyond R the correction factor is largest at R
  have h : Real.exp (-a * R ^ 2) / (2 * a * R)
      ≤ (∫ r in Ioi R, Real.exp (-a * r ^ 2)) * (1 + 1 / (2 * a * R ^ 2)) := by
    rw [← he, ← integral_mul_const]
    refine setIntegral_mono_on hi
      ((integrable_exp_neg_mul_sq ha).mul_const _).integrableOn measurableSet_Ioi ?_
    intro r hr
    have hr' : R ≤ r := le_of_lt hr
    gcongr
  calc _ ≤ (∫ r in Ioi R, Real.exp (-a * r ^ 2)) * (1 + 1 / (2 * a * R ^ 2))
        * (2 * a * R ^ 2 / (1 + 2 * a * R ^ 2)) :=
        mul_le_mul_of_nonneg_right h (by positivity)
    _ = (∫ r in Ioi R, Real.exp (-a * r ^ 2)) * ((1 + 1 / (2 * a * R ^ 2))
        * (2 * a * R ^ 2 / (1 + 2 * a * R ^ 2))) := by ring
    _ = _ := by
        have h1 : (1 + 1 / (2 * a * R ^ 2)) * (2 * a * R ^ 2 / (1 + 2 * a * R ^ 2)) = 1 := by
          have h2 : 1 + 2 * a * R ^ 2 ≠ 0 := by positivity
          have h3 : 2 * a * R ^ 2 ≠ 0 := by positivity
          rw [one_add_div h3, add_comm (2 * a * R ^ 2) 1, div_mul_div_cancel₀ h3, div_self h2]
        rw [h1, mul_one]
```

## One channel beyond the cutoff

Take a single channel with potential V and density ρ, and suppose that for r > R

|V(r)| ≤ C exp(−a r²) and |ρ(r)| ≤ M.

The first condition stands for the short range of the nonlocal part. It fits the differences between the angular channels and the local channel when these are expanded in Gaussians; the Coulomb tail of the local channel does not satisfy it and has to be kept apart. The second condition says that the radial density, with its factor r², stays bounded outside the core. Densities with 0 ≤ ρ ≤ M are included, and signed ones are allowed.

Multiplying the two bounds gives

|V(r) ρ(r)| ≤ C M exp(−a r²).

The right side is integrable, and V ρ is measurable, so V ρ is integrable beyond R. Integrating and using T ≤ B,

∫_{r>R} |V ρ| dr ≤ C M T ≤ C M exp(−aR²)/(2aR).

The last step needs C M ≥ 0. This is not assumed: it follows from the product bound at any one point beyond the cutoff, and the proof uses r = R + 1.

```lean
/-- One channel: if `V` and `ρ` are measurable and, beyond `R > 0`, `|V| ≤ C exp(-a r²)` with
`a > 0` and `|ρ| ≤ M`, then `V ρ` is integrable beyond `R` and the integral of `|V ρ|` there
is at most `C M exp(-a R²)/(2 a R)`. -/
theorem channel_tail_bound {V ρ : ℝ → ℝ} {a R C M : ℝ} (ha : 0 < a) (hR : 0 < R)
    (mV : Measurable V) (mρ : Measurable ρ)
    (hV : ∀ r, R < r → |V r| ≤ C * Real.exp (-a * r ^ 2)) (hρ : ∀ r, R < r → |ρ r| ≤ M) :
    IntegrableOn (fun r => V r * ρ r) (Ioi R) ∧
    ∫ r in Ioi R, |V r * ρ r| ≤ C * M * (Real.exp (-a * R ^ 2) / (2 * a * R)) := by
  have hb : ∀ r, R < r → |V r * ρ r| ≤ C * M * Real.exp (-a * r ^ 2) := by
    intro r hr
    rw [abs_mul]
    calc |V r| * |ρ r| ≤ (C * Real.exp (-a * r ^ 2)) * M :=
          mul_le_mul (hV r hr) (hρ r hr) (abs_nonneg _) ((abs_nonneg _).trans (hV r hr))
      _ = _ := by ring
  have hCM : 0 ≤ C * M := by
    have h := (abs_nonneg _).trans (hb (R + 1) (by linarith))
    exact le_of_mul_le_mul_right (by rw [zero_mul]; exact h) (Real.exp_pos (-a * (R + 1) ^ 2))
  have hg : IntegrableOn (fun r : ℝ => C * M * Real.exp (-a * r ^ 2)) (Ioi R) :=
    ((integrable_exp_neg_mul_sq ha).const_mul _).integrableOn
  have hi : IntegrableOn (fun r => V r * ρ r) (Ioi R) :=
    Integrable.mono' hg (mV.mul mρ).aestronglyMeasurable
      (ae_restrict_of_forall_mem measurableSet_Ioi fun r hr => hb r hr)
  refine ⟨hi, ?_⟩
  calc ∫ r in Ioi R, |V r * ρ r| ≤ ∫ r in Ioi R, C * M * Real.exp (-a * r ^ 2) :=
        setIntegral_mono_on hi.abs hg measurableSet_Ioi fun r hr => hb r hr
    _ = C * M * ∫ r in Ioi R, Real.exp (-a * r ^ 2) := integral_const_mul _ _
    _ ≤ _ := mul_le_mul_of_nonneg_left (gaussian_tail_le ha hR) hCM
```

## The energy removed by truncation

Split each radial integral at R. On (0, R] the full and truncated potentials agree, and beyond R the truncated one is zero. The inner parts cancel:

E[V] − E[V truncated] = Σ_l ∫_{r>R} V_l ρ_l dr.

The split requires V_l ρ_l to be integrable on both regions. The outer region is covered by the channel estimate. On the core region integrability is a hypothesis, `hin`, which says physically that each channel contributes a finite energy near the ion. Without it the difference would compare quantities that need not be energies, because Lean assigns the value zero to the integral of a non-integrable function.

In the proof, `e1` and `e2` record what truncation does in the two regions, `hsplit` divides the integrals, and `linarith` carries out the cancellation.

```lean
/-- If every `V l * ρ l` is integrable on `(0, R]` and beyond `R > 0`, the energy removed by
truncation is the sum over channels of the integrals beyond `R`. -/
theorem energy_sub_truncated {ι : Type*} [Fintype ι] {V ρ : ι → ℝ → ℝ} {R : ℝ} (hR : 0 < R)
    (hin : ∀ l, IntegrableOn (fun r => V l r * ρ l r) (Ioc 0 R))
    (hout : ∀ l, IntegrableOn (fun r => V l r * ρ l r) (Ioi R)) :
    nonlocalEnergy V ρ - nonlocalEnergy (truncate R V) ρ
      = ∑ l, ∫ r in Ioi R, V l r * ρ l r := by
  have hsplit : ∀ f : ℝ → ℝ, IntegrableOn f (Ioc 0 R) → IntegrableOn f (Ioi R) →
      ∫ r in Ioi (0 : ℝ), f r = (∫ r in Ioc 0 R, f r) + ∫ r in Ioi R, f r := by
    intro f h1 h2
    rw [← Ioc_union_Ioi_eq_Ioi hR.le,
      setIntegral_union (Ioc_disjoint_Ioi le_rfl) measurableSet_Ioi h1 h2]
  unfold nonlocalEnergy
  rw [← Finset.sum_sub_distrib]
  refine Finset.sum_congr rfl fun l _ => ?_
  -- the truncated integrand agrees with the full one inside R and vanishes outside
  have e1 : EqOn (fun r => V l r * ρ l r) (fun r => truncate R V l r * ρ l r) (Ioc 0 R) :=
    fun r hr => by simp [truncate, hr.2]
  have e2 : EqOn (fun _ => (0 : ℝ)) (fun r => truncate R V l r * ρ l r) (Ioi R) :=
    fun r hr => by simp [truncate, not_le_of_gt (mem_Ioi.mp hr)]
  have i1 : ∫ r in Ioc 0 R, V l r * ρ l r = ∫ r in Ioc 0 R, truncate R V l r * ρ l r :=
    setIntegral_congr_fun measurableSet_Ioc e1
  have i2 : ∫ r in Ioi R, truncate R V l r * ρ l r = 0 :=
    (setIntegral_congr_fun measurableSet_Ioi e2).symm.trans (by simp)
  have s1 := hsplit (fun r => V l r * ρ l r) (hin l) (hout l)
  have s2 := hsplit (fun r => truncate R V l r * ρ l r)
    ((hin l).congr_fun e1 measurableSet_Ioc)
    (integrableOn_zero.congr_fun e2 measurableSet_Ioi)
  linarith
```

## The bound for all channels

Now let every channel have its own constants C_l and M_l, with a common exponent a and a common radius R. If the exponents differ, the smallest serves for all. The triangle inequality, first for the sum and then for each integral, gives

|E[V] − E[V truncated]| ≤ Σ_l ∫_{r>R} |V_l ρ_l| dr

|E[V] − E[V truncated]| ≤ (Σ_l C_l M_l) exp(−aR²)/(2aR).

The theorem `truncation_error_le` states this last inequality for measurable V_l and ρ_l. Its hypotheses `hV` and `hρ` restrict the functions only for r > R; inside the core only measurability and integrability of the product are required.

For illustration, let Σ_l C_l M_l = 10 hartree/bohr and a = 1 bohr⁻². The bound is about 2 × 10⁻⁴ hartree at R = 3 bohr and about 1.4 × 10⁻⁷ hartree at R = 4 bohr, with the same constants used at both radii.

```lean
/-- Let all `V l`, `ρ l` be measurable with `V l * ρ l` integrable on `(0, R]`, and beyond
`R > 0` let `|V l| ≤ C l exp(-a r²)` with `a > 0` and `|ρ l| ≤ M l`. Truncation at `R` then
changes the energy by at most `(∑ C l M l) exp(-a R²)/(2 a R)`. -/
theorem truncation_error_le {ι : Type*} [Fintype ι] {V ρ : ι → ℝ → ℝ} {C M : ι → ℝ} {a R : ℝ}
    (ha : 0 < a) (hR : 0 < R) (mV : ∀ l, Measurable (V l)) (mρ : ∀ l, Measurable (ρ l))
    (hin : ∀ l, IntegrableOn (fun r => V l r * ρ l r) (Ioc 0 R))
    (hV : ∀ l r, R < r → |V l r| ≤ C l * Real.exp (-a * r ^ 2))
    (hρ : ∀ l r, R < r → |ρ l r| ≤ M l) :
    |nonlocalEnergy V ρ - nonlocalEnergy (truncate R V) ρ|
      ≤ (∑ l, C l * M l) * (Real.exp (-a * R ^ 2) / (2 * a * R)) := by
  have hc := fun l => channel_tail_bound ha hR (mV l) (mρ l) (hV l) (hρ l)
  rw [energy_sub_truncated hR hin fun l => (hc l).1, Finset.sum_mul]
  refine (Finset.abs_sum_le_sum_abs _ _).trans (Finset.sum_le_sum fun l _ => ?_)
  exact abs_integral_le_integral_abs.trans (hc l).2
```

The same argument covers a smooth switch in place of the sharp cutoff. Multiply every V_l by a measurable function w(r) with 0 ≤ w ≤ 1 and w = 1 for r ≤ R. The energy then changes by Σ_l ∫_{r>R} (1 − w) V_l ρ_l dr, and since |1 − w| ≤ 1 the bound is unchanged. This variant rests on the argument just given and has no theorem in the code.

## How much of the bound can be reached

Let the potentials be exactly V_l(r) = C_l exp(−a r²) and the densities constant, ρ_l(r) = M_l, with C_l ≥ 0 and M_l ≥ 0. The removed energy is then

E[V] − E[V truncated] = (Σ_l C_l M_l) T,

and the lower estimate for T gives

E[V] − E[V truncated] ≥ (Σ_l C_l M_l) B · 2aR²/(1 + 2aR²).

For large aR² the general bound is therefore nearly attained, and no substantially smaller one follows from the same hypotheses. A constant radial density does not belong to a normalisable state, so the example tests the inequality and does not describe a molecule. The actual change can be much smaller than the bound, for example when the densities beyond R are well below the constants M_l, or when contributions of opposite sign from different channels cancel.

The proof applies the energy difference formula, takes the constants out of each integral, and uses `le_gaussian_tail` channel by channel. Here the signs of C_l and M_l are assumed, because the lower estimate is multiplied by C_l M_l.

```lean
/-- For Gaussian channels `C l exp(-a r²)` and constant densities `M l`, with `C l, M l ≥ 0` and
`a, R > 0`, truncation at `R` removes at least the fraction `2 a R²/(1 + 2 a R²)` of
`(∑ C l M l) exp(-a R²)/(2 a R)`. -/
theorem truncation_error_sharp {ι : Type*} [Fintype ι] {C M : ι → ℝ} {a R : ℝ}
    (ha : 0 < a) (hR : 0 < R) (hC : ∀ l, 0 ≤ C l) (hM : ∀ l, 0 ≤ M l) :
    (∑ l, C l * M l) * (Real.exp (-a * R ^ 2) / (2 * a * R)
        * (2 * a * R ^ 2 / (1 + 2 * a * R ^ 2)))
      ≤ nonlocalEnergy (fun l r => C l * Real.exp (-a * r ^ 2)) (fun l _ => M l)
        - nonlocalEnergy (truncate R fun l r => C l * Real.exp (-a * r ^ 2)) (fun l _ => M l) := by
  have hi : ∀ l, Integrable (fun r : ℝ => C l * Real.exp (-a * r ^ 2) * M l) :=
    fun l => ((integrable_exp_neg_mul_sq ha).const_mul _).mul_const _
  rw [energy_sub_truncated hR (fun l => (hi l).integrableOn) (fun l => (hi l).integrableOn),
    Finset.sum_mul]
  refine Finset.sum_le_sum fun l _ => ?_
  rw [integral_mul_const, integral_const_mul, mul_right_comm (C l) _ (M l)]
  exact mul_le_mul_of_nonneg_left (le_gaussian_tail ha hR) (mul_nonneg (hC l) (hM l))

end

end PseudopotentialTruncation
```

```lean
#print axioms PseudopotentialTruncation.energy_sub_truncated
#print axioms PseudopotentialTruncation.truncation_error_le
#print axioms PseudopotentialTruncation.truncation_error_sharp
```

```
'PseudopotentialTruncation.energy_sub_truncated' depends on axioms: [propext, Classical.choice, Quot.sound]
'PseudopotentialTruncation.truncation_error_le' depends on axioms: [propext, Classical.choice, Quot.sound]
'PseudopotentialTruncation.truncation_error_sharp' depends on axioms: [propext, Classical.choice, Quot.sound]
```
